# A Bethe–Salpeter ladder flows by its one-loop term plus the dressed derivative of its irreducible vertex

Take a ladder $F$ built from an irreducible vertex $K$ and a propagator pair $P$, and let both depend on a regulator scale $s$. If $F$ is propagated by the one-loop equation $F' = FP'F$ alone, the change of $K$ is lost, and the matrix obtained at the end of the flow is in general not the ladder of the final $K$ and $P$. A one-loop functional renormalisation group calculation with several coupled channels does keep a change of $K$, supplied by the one-loop terms of the other channels, but it drops the terms in which this change is joined to ladders. Its final vertex can then depend on the choice of regulator.

For finite matrices, and wherever $1-KP$ is invertible, the missing term is known exactly:

$$F' = F P' F + (1+FP)\,K'\,(1+PF).$$

This identity concerns a single channel with $K'$ given. It does not supply the coupling between channels that determines $K'$ in a parquet calculation.

## Vertices and propagator pairs as finite matrices

Choose one two-particle channel. A row or column index in the finite set `n` labels the state of a pair: frequencies, momenta, spins and orbitals on a finite grid. The vertices and the propagator pair are then complex square matrices, and joining two diagrams by a pair of lines is matrix multiplication. Signs, temperature factors and symmetry factors are absorbed into $K$ or $P$.

Derivatives need a topology on matrices. The file fixes a norm for this purpose; in finite dimension any other norm would give the same derivatives.

```lean
import Mathlib

open Matrix

namespace BetheSalpeterFlow

noncomputable section

-- A norm on matrices, used only to speak of derivatives.
attribute [local instance] Matrix.linftyOpNormedRing Matrix.linftyOpNormedAlgebra

variable {n : Type*} [Fintype n] [DecidableEq n]
```

The ladder is the sum of all repetitions of $K$ joined by $P$,

$$F = K + KPK + KPKPK + \cdots = (1-KP)^{-1}K .$$

The closed form on the right is taken as the definition, so the series does not have to converge.

```lean
/-- The Bethe-Salpeter ladder `F = (1 - K P)⁻¹ K` built from the irreducible vertex `K` and the
propagator pair `P`. It is defined for all matrices `K` and `P`; where `1 - K P` is singular, the
matrix inverse is zero by convention, and so is the value. -/
def ladder (K P : Matrix n n ℂ) : Matrix n n ℂ := (1 - K * P)⁻¹ * K
```

In Lean, `K` and `P` are arbitrary matrices. That $K$ is irreducible in the chosen channel is an interpretation, and nothing in the algebra depends on it. The theorems below assume `IsUnit (1 - K * P)`, which says that $1-KP$ is invertible. Physically, this keeps the system away from the point where an eigenvalue of $KP$ reaches 1, which is where a ladder typically diverges and signals an instability in the channel.

## The dressing factor and the two Bethe–Salpeter equations

Write $M = (1-KP)^{-1}$, so that $F = MK$. Expanding $M(1-KP) = 1$ gives $M - MKP = 1$, and therefore

$$M = 1 + MKP = 1 + FP .$$

The inverse is thus a dressing factor: either nothing happens, or the pair first passes through a full ladder.

```lean
/-- The dressing factor `1 + F P` is the inverse of `1 - K P`. -/
theorem one_add_ladder_mul {K P : Matrix n n ℂ} (h : IsUnit (1 - K * P)) :
    1 + ladder K P * P = (1 - K * P)⁻¹ := by
  have h1 : (1 - K * P)⁻¹ * (1 - K * P) = 1 :=
    Matrix.nonsing_inv_mul _ ((Matrix.isUnit_iff_isUnit_det _).mp h)
  unfold ladder
  generalize (1 - K * P)⁻¹ = M at h1 ⊢
  linear_combination (norm := noncomm_ring) -h1
```

The proof replaces the inverse by a letter `M` and keeps only the relation `h1`, which is $M(1-KP)=1$. The `linear_combination` step then checks that the claim follows from this relation by expanding products without ever exchanging factors. The same device serves in most of the later algebra.

The Bethe–Salpeter equation $F = K + KPF$ can be rearranged to $(1-KP)F = K$. Multiplying from the left by $M$ gives $F = MK$, and multiplying $F = MK$ by $1-KP$ leads back. The equation therefore has exactly one solution, the ladder.

```lean
/-- The ladder is the unique solution of the Bethe-Salpeter equation `F = K + K P F`. -/
theorem bethe_salpeter_iff {K P : Matrix n n ℂ} (h : IsUnit (1 - K * P)) (F : Matrix n n ℂ) :
    F = K + K * P * F ↔ F = ladder K P := by
  have hd := (Matrix.isUnit_iff_isUnit_det _).mp h
  constructor
  · intro hF
    have h1 : (1 - K * P) * F = K := by
      linear_combination (norm := noncomm_ring) hF
    calc F = ((1 - K * P)⁻¹ * (1 - K * P)) * F := by
          rw [Matrix.nonsing_inv_mul _ hd, one_mul]
      _ = ladder K P := by rw [mul_assoc, h1, ladder]
  · rintro rfl
    have h1 : (1 - K * P) * ladder K P = K := by
      rw [ladder, ← mul_assoc, Matrix.mul_nonsing_inv _ hd, one_mul]
    linear_combination (norm := noncomm_ring) h1
```

The two directions of the proof are these two multiplications.

The irreducible vertex can also be split off at the other end of the ladder. Since $F = MK$ and $M = 1+FP$,

$$F = (1+FP)K = K + FPK .$$

```lean
/-- The ladder also solves the mirrored Bethe-Salpeter equation `F = K + F P K`. -/
theorem bethe_salpeter_right {K P : Matrix n n ℂ} (h : IsUnit (1 - K * P)) :
    ladder K P = K + ladder K P * P * K := by
  calc ladder K P = (1 - K * P)⁻¹ * K := rfl
    _ = (1 + ladder K P * P) * K := by rw [one_add_ladder_mul h]
    _ = K + ladder K P * P * K := by noncomm_ring
```

## Two ladders a finite distance apart

Let $F_0$ be the ladder of $K_0, P_0$ and $F_1$ the ladder of $K_1, P_1$. The two forms of the Bethe–Salpeter equation give

$$(1+F_1P_1)K_1 = F_1, \qquad K_0(1+P_0F_0) = F_0 .$$

Hence

$$(1+F_1P_1)(K_1-K_0)(1+P_0F_0) = F_1(1+P_0F_0) - (1+F_1P_1)F_0 = F_1 - F_0 - F_1(P_1-P_0)F_0 ,$$

and moving the last term to the left gives an exact difference formula with no small parameter:

$$F_1 - F_0 = F_1(P_1-P_0)F_0 + (1+F_1P_1)(K_1-K_0)(1+P_0F_0).$$

```lean
/-- Exact difference of two ladders with different irreducible vertices and different
propagator pairs. -/
theorem ladder_sub_ladder {K₀ P₀ K₁ P₁ : Matrix n n ℂ}
    (h₀ : IsUnit (1 - K₀ * P₀)) (h₁ : IsUnit (1 - K₁ * P₁)) :
    ladder K₁ P₁ - ladder K₀ P₀ =
      ladder K₁ P₁ * (P₁ - P₀) * ladder K₀ P₀ +
        (1 + ladder K₁ P₁ * P₁) * (K₁ - K₀) * (1 + P₀ * ladder K₀ P₀) := by
  have e₁ := bethe_salpeter_right h₁
  have e₀ := (bethe_salpeter_iff h₀ _).mpr rfl
  generalize ladder K₁ P₁ = F₁ at e₁ ⊢
  generalize ladder K₀ P₀ = F₀ at e₀ ⊢
  -- each dressing factor turns its irreducible vertex into the full ladder
  have d₁ : (1 + F₁ * P₁) * K₁ = F₁ := by
    linear_combination (norm := noncomm_ring) -e₁
  have d₀ : K₀ * (1 + P₀ * F₀) = F₀ := by
    linear_combination (norm := noncomm_ring) -e₀
  symm
  calc F₁ * (P₁ - P₀) * F₀ + (1 + F₁ * P₁) * (K₁ - K₀) * (1 + P₀ * F₀)
      = F₁ * (P₁ - P₀) * F₀ + ((1 + F₁ * P₁) * K₁) * (1 + P₀ * F₀)
          - (1 + F₁ * P₁) * (K₀ * (1 + P₀ * F₀)) := by noncomm_ring
    _ = F₁ * (P₁ - P₀) * F₀ + F₁ * (1 + P₀ * F₀) - (1 + F₁ * P₁) * F₀ := by rw [d₁, d₀]
    _ = F₁ - F₀ := by noncomm_ring
```

The auxiliary facts `d₁` and `d₀` are the two relations displayed first, and the closing `calc` is the expansion. The formula already has the shape of the flow equation, with the later ladder on the left and the earlier one on the right. For a numerical flow of finite matrices in one channel, it can be used to compare the ladders at two scales without any step-size error.

## Differentiating the ladder

The flow equation is proved by differentiating the inverse. Mathlib states that derivative for the inverse of a general ring, `Ring.inverse`, whereas the ladder uses the matrix inverse. For an invertible $A$, both are the matrix $B$ with $AB=1$; for a singular $A$, both are set to zero by convention.

```lean
/-- The matrix inverse agrees with the inverse of the matrix ring. -/
theorem inv_eq_inverse (A : Matrix n n ℂ) : A⁻¹ = Ring.inverse A := by
  by_cases h : IsUnit A
  · exact Matrix.inv_eq_right_inv (Ring.mul_inverse_cancel A h)
  · rw [Ring.inverse_non_unit A h, Matrix.nonsing_inv_apply_not_isUnit A
      (fun hd => h ((Matrix.isUnit_iff_isUnit_det A).mpr hd))]
```

Now let $K$ and $P$ depend on a real parameter and be differentiable at $s$. The product rule gives $(1-KP)' = -(K'P+KP')$. Differentiating $M(1-KP)=1$ then yields

$$M' = M(K'P+KP')M .$$

With $F = MK$, a second use of the product rule gives

$$F' = M'K + MK' = MK'P\,MK + MK\,P'\,MK + MK' .$$

Replace $MK$ by $F$ and collect the two terms that contain $K'$:

$$F' = FP'F + MK'(1+PF) = FP'F + (1+FP)K'(1+PF).$$

```lean
variable {K P : ℝ → Matrix n n ℂ} {K' P' : Matrix n n ℂ} {s : ℝ}

/-- Flow equation of the ladder: `F' = F P' F + (1 + F P) K' (1 + P F)`. -/
theorem ladder_flow (hK : HasDerivAt K K' s) (hP : HasDerivAt P P' s)
    (h : IsUnit (1 - K s * P s)) :
    HasDerivAt (fun t => ladder (K t) (P t))
      (ladder (K s) (P s) * P' * ladder (K s) (P s) +
        (1 + ladder (K s) (P s) * P s) * K' * (1 + P s * ladder (K s) (P s))) s := by
  -- derivative of the inverse
  have hM : HasDerivAt (fun t => (1 - K t * P t)⁻¹)
      ((1 - K s * P s)⁻¹ * (K' * P s + K s * P') * (1 - K s * P s)⁻¹) s := by
    obtain ⟨u, hu⟩ := h
    have hA : HasDerivAt (fun t => 1 - K t * P t) (-(K' * P s + K s * P')) s :=
      (hK.fun_mul hP).const_sub 1
    have hI := hasFDerivAt_ringInverse (𝕜 := ℝ) u
    rw [hu] at hI
    have h1 := hI.comp_hasDerivAt s hA
    have hinv : (1 - K s * P s)⁻¹ = (↑u⁻¹ : Matrix n n ℂ) :=
      Matrix.inv_eq_right_inv (by rw [← hu]; exact u.mul_inv)
    have hfun : (fun t => (1 - K t * P t)⁻¹) = Ring.inverse ∘ fun t => 1 - K t * P t :=
      funext fun t => inv_eq_inverse _
    rw [hfun, hinv]
    refine h1.congr_deriv ?_
    change -((↑u⁻¹ : Matrix n n ℂ) * -(K' * P s + K s * P') * (↑u⁻¹ : Matrix n n ℂ)) = _
    rw [mul_neg, neg_mul, neg_neg]
  -- product rule, then regroup with the dressing factor
  have h2 : HasDerivAt (fun t => ladder (K t) (P t)) _ s := hM.fun_mul hK
  refine h2.congr_deriv ?_
  rw [one_add_ladder_mul h]
  unfold ladder
  generalize (1 - K s * P s)⁻¹ = M
  noncomm_ring
```

In words: if the matrix functions `K` and `P` have derivatives `K'` and `P'` at `s`, and $1-KP$ is invertible at that point, then the ladder is differentiable there with the stated derivative. `HasDerivAt` expresses both differentiability and the value. Here `K'` and `P'` are single matrices, the derivatives at `s`, and not functions of the scale. Invertibility is required only at `s`, since continuity extends it to nearby parameters.

In the proof, `hA` is the derivative of $1-KP$, `hM` is the formula for $M'$, and `h2` is the second product rule. The last lines replace $1+FP$ by $M$ and compare the two expressions.

The matrix $P'$ is the total derivative of the propagator pair. If the propagators contain a self-energy that flows, its change belongs in $P'$. A one-loop scheme that differentiates only the explicit regulator dependence uses a different matrix in this place.

## One-sided and central terms

Part of the flow of $F$ is simply the flow of $K$. Expanding the dressed term,

$$(1+FP)K'(1+PF) = K' + K'PF + FPK' + FPK'PF ,$$

and subtracting $K'$ gives the flow of the reducible vertex:

$$(F-K)' = FP'F + \big(K'PF + FPK'\big) + FPK'PF .$$

```lean
/-- Flow of the reducible vertex `F - K`: the term with `P'`, the two terms with `K'` at one end
of a ladder, and the term with `K'` between two ladders. -/
theorem reducible_flow (hK : HasDerivAt K K' s) (hP : HasDerivAt P P' s)
    (h : IsUnit (1 - K s * P s)) :
    HasDerivAt (fun t => ladder (K t) (P t) - K t)
      (ladder (K s) (P s) * P' * ladder (K s) (P s) +
        (K' * P s * ladder (K s) (P s) + ladder (K s) (P s) * P s * K') +
        ladder (K s) (P s) * P s * K' * P s * ladder (K s) (P s)) s := by
  refine ((ladder_flow hK hP h).fun_sub hK).congr_deriv ?_
  noncomm_ring
```

The first term is the one-loop term. The bracket contains the one-sided terms, in which the changing irreducible vertex sits at one end of a ladder; in the central term it sits between two ladders. These are the structures of the multiloop flow in a given channel. There, with the fully irreducible vertex held fixed, $K'$ comes from the flow of the other channels and is itself organised by loop order. Here $K'$ is one given matrix, and no loop expansion is made.

A $1\times1$ example shows the sizes. Let $K(s) = P(s) = s$ and take $s = \tfrac12$. Then $K'=P'=1$ and $1-KP = \tfrac34$, so $F = \tfrac12/\tfrac34 = \tfrac23$ and $FP = PF = \tfrac13$. The contributions are

- one-loop: $FP'F = \tfrac49$;
- one-sided: $K'PF + FPK' = \tfrac23$;
- central: $FPK'PF = \tfrac19$.

They add up to $(F-K)' = \tfrac{11}{9}$, and with $K'=1$ this gives $F' = \tfrac{20}{9}$. Direct differentiation of $F(s) = s/(1-s^2)$ agrees:

$$F'(s) = \frac{1+s^2}{(1-s^2)^2}, \qquad F'(\tfrac12) = \frac{5/4}{9/16} = \frac{20}{9}.$$

The one-loop term alone accounts for only a fifth of the derivative in this example.

## The one-loop flow is exact only where the irreducible vertex is stationary

If $K'=0$ at $s$, the dressed term vanishes and $F' = FP'F$. Conversely, suppose that $F' = FP'F$ holds at $s$. A derivative is unique, so comparison with the full flow equation gives

$$(1+FP)\,K'\,(1+PF) = 0 .$$

Both dressing factors can be removed. On the left, $(1-KP)(1+FP) = 1$, because $1+FP = M$. On the right, the mirrored Bethe–Salpeter equation gives

$$(1+PF)(1-PK) = 1 + P\,(F - K - FPK) = 1 .$$

Multiplying by $1-KP$ from the left and by $1-PK$ from the right leaves $K'=0$. A nonzero change of the irreducible vertex therefore cannot be hidden by the ladders around it.

In Lean, `e0` is the vanishing dressed term, while `hl` and `hr` are the two cancellations. The final `calc` inserts them around `K'`. The criterion is about the single-channel equation $F' = FP'F$, not about a one-loop flow summed over several channels. It is pointwise in the scale and refers to the whole matrix $K'$: contributions from several other channels may cancel in it without vanishing one by one.

```lean
/-- The one-loop flow `F' = F P' F` holds at `s` exactly when the irreducible vertex has
vanishing derivative there. -/
theorem one_loop_exact_iff (hK : HasDerivAt K K' s) (hP : HasDerivAt P P' s)
    (h : IsUnit (1 - K s * P s)) :
    HasDerivAt (fun t => ladder (K t) (P t))
      (ladder (K s) (P s) * P' * ladder (K s) (P s)) s ↔ K' = 0 := by
  have hf := ladder_flow hK hP h
  constructor
  · intro h1
    have e := h1.unique hf
    have hl : (1 - K s * P s) * (1 + ladder (K s) (P s) * P s) = 1 := by
      rw [one_add_ladder_mul h]
      exact Matrix.mul_nonsing_inv _ ((Matrix.isUnit_iff_isUnit_det _).mp h)
    have b := bethe_salpeter_right h
    generalize ladder (K s) (P s) = F at e hl b
    have e0 : (1 + F * P s) * K' * (1 + P s * F) = 0 := by
      linear_combination (norm := noncomm_ring) -e
    have hr : (1 + P s * F) * (1 - P s * K s) = 1 := by
      calc (1 + P s * F) * (1 - P s * K s)
          = 1 + P s * (F - (K s + F * P s * K s)) := by noncomm_ring
        _ = 1 := by rw [← b, sub_self, mul_zero, add_zero]
    -- strip the invertible dressing factors from both sides
    calc K' = ((1 - K s * P s) * (1 + F * P s)) * K' * ((1 + P s * F) * (1 - P s * K s)) := by
          rw [hl, hr, one_mul, mul_one]
      _ = (1 - K s * P s) * ((1 + F * P s) * K' * (1 + P s * F)) * (1 - P s * K s) := by
          simp only [mul_assoc]
      _ = 0 := by rw [e0, mul_zero, zero_mul]
  · intro h0
    refine hf.congr_deriv ?_
    rw [h0, mul_zero, zero_mul, add_zero]

end

end BetheSalpeterFlow
```

```lean
#print axioms BetheSalpeterFlow.ladder_sub_ladder
#print axioms BetheSalpeterFlow.reducible_flow
#print axioms BetheSalpeterFlow.one_loop_exact_iff
```

```
'BetheSalpeterFlow.ladder_sub_ladder' depends on axioms: [propext, Classical.choice, Quot.sound]
'BetheSalpeterFlow.reducible_flow' depends on axioms: [propext, Classical.choice, Quot.sound]
'BetheSalpeterFlow.one_loop_exact_iff' depends on axioms: [propext, Classical.choice, Quot.sound]
```
